# Coupling two clusters in a ridge-regularised alloy fit bounds the difference of their interactions

When a cluster expansion is fitted to a limited set of alloy energies, two clusters of nearly the same shape can come out with very different interactions. A quadratic penalty on their difference pulls them together, and the theorems below bound the difference that remains when every interaction also carries a ridge penalty.

```lean
import Mathlib

open Matrix Filter Topology

namespace CoupledClusterFit

noncomputable section

variable {m n : Type*} [Fintype m] [Fintype n]

/-- The fitting functional: squared misfit between the energies `y` and the cluster expansion
`X J`, a ridge term for each cluster, and a coupling of strength `c` between clusters `a`, `b`. -/
def objective (X : Matrix m n ℝ) (y : m → ℝ) (lam : n → ℝ) (a b : n) (c : ℝ) (J : n → ℝ) : ℝ :=
  ∑ k, (y k - (X *ᵥ J) k) ^ 2 + (∑ i, lam i * J i ^ 2 + c * (J a - J b) ^ 2)

/-- `J` is a best fit if no other set of interactions has a lower value of the functional. -/
def IsFit (X : Matrix m n ℝ) (y : m → ℝ) (lam : n → ℝ) (a b : n) (c : ℝ) (J : n → ℝ) : Prop :=
  ∀ K, objective X y lam a b c J ≤ objective X y lam a b c K

/-- The bilinear form of the quadratic part of the fitting functional. -/
def curvature (X : Matrix m n ℝ) (lam : n → ℝ) (a b : n) (c : ℝ) :
    (n → ℝ) →ₗ[ℝ] (n → ℝ) →ₗ[ℝ] ℝ :=
  LinearMap.mk₂ ℝ (fun J K => (X *ᵥ J) ⬝ᵥ (X *ᵥ K) + (lam * J) ⬝ᵥ K
      + c * (J a - J b) * (K a - K b))
    (by intros; simp only [Matrix.mulVec_add, add_dotProduct, mul_add, Pi.add_apply]; ring)
    (by
      intros
      simp only [Matrix.mulVec_smul, smul_dotProduct, mul_smul_comm, Pi.smul_apply, smul_eq_mul]
      ring)
    (by intros; simp only [Matrix.mulVec_add, dotProduct_add, Pi.add_apply]; ring)
    (by
      intros
      simp only [Matrix.mulVec_smul, dotProduct_smul, Pi.smul_apply, smul_eq_mul]
      ring)

/-- With positive ridge strengths and a nonnegative coupling, the quadratic part of the
functional is positive definite. -/
theorem curvature_pos (X : Matrix m n ℝ) {lam : n → ℝ} (hl : ∀ i, 0 < lam i) (a b : n)
    {c : ℝ} (hc : 0 ≤ c) {D : n → ℝ} (hD : D ≠ 0) : 0 < curvature X lam a b c D D := by
  obtain ⟨i, hi⟩ := Function.ne_iff.mp hD
  have hi' : D i ≠ 0 := hi
  have h1 : 0 ≤ (X *ᵥ D) ⬝ᵥ (X *ᵥ D) := by
    simp only [dotProduct]
    exact Finset.sum_nonneg fun k _ => mul_self_nonneg _
  have h2 : 0 < (lam * D) ⬝ᵥ D := by
    simp only [dotProduct, Pi.mul_apply, mul_assoc]
    exact Finset.sum_pos' (fun j _ => mul_nonneg (hl j).le (mul_self_nonneg _))
      ⟨i, Finset.mem_univ i, mul_pos (hl i) (mul_self_pos.mpr hi')⟩
  have h3 : 0 ≤ c * ((D a - D b) * (D a - D b)) := mul_nonneg hc (mul_self_nonneg _)
  simp only [curvature, LinearMap.mk₂_apply]
  linarith

/-- If `J` solves the normal equations, the functional at any `K` exceeds its value at `J` by
the quadratic form of the deviation `K - J`. -/
theorem objective_eq_add (X : Matrix m n ℝ) (y : m → ℝ) (lam : n → ℝ) (a b : n) (c : ℝ)
    {J : n → ℝ} (hJ : ∀ D, curvature X lam a b c J D = y ⬝ᵥ (X *ᵥ D)) (K : n → ℝ) :
    objective X y lam a b c K
      = objective X y lam a b c J + curvature X lam a b c (K - J) (K - J) := by
  have expand : ∀ L, objective X y lam a b c L
      = y ⬝ᵥ y - 2 * (y ⬝ᵥ (X *ᵥ L)) + curvature X lam a b c L L := by
    intro L
    have h : ∑ k, (y k - (X *ᵥ L) k) ^ 2
        = y ⬝ᵥ y - 2 * (y ⬝ᵥ (X *ᵥ L)) + (X *ᵥ L) ⬝ᵥ (X *ᵥ L) := by
      simp only [dotProduct, Finset.mul_sum, ← Finset.sum_sub_distrib, ← Finset.sum_add_distrib]
      exact Finset.sum_congr rfl fun k _ => by ring
    have h' : ∑ i, lam i * L i ^ 2 = (lam * L) ⬝ᵥ L := by
      simp only [dotProduct, Pi.mul_apply]
      exact Finset.sum_congr rfl fun i _ => by ring
    rw [objective, h, h']
    simp only [curvature, LinearMap.mk₂_apply]
    ring
  have symm : curvature X lam a b c K J = curvature X lam a b c J K := by
    have h : (lam * K) ⬝ᵥ J = (lam * J) ⬝ᵥ K := by
      simp only [dotProduct, Pi.mul_apply]
      exact Finset.sum_congr rfl fun i _ => by ring
    simp only [curvature, LinearMap.mk₂_apply]
    rw [h, dotProduct_comm (X *ᵥ K)]
    ring
  rw [expand K, expand J]
  simp only [map_sub, LinearMap.sub_apply, symm]
  linarith [hJ K, hJ J]

/-- With positive ridge strengths and a nonnegative coupling, the normal equations have a
solution for every correlation matrix `X` and all energies `y`. -/
theorem exists_normal (X : Matrix m n ℝ) (y : m → ℝ) {lam : n → ℝ} (hl : ∀ i, 0 < lam i)
    (a b : n) {c : ℝ} (hc : 0 ≤ c) :
    ∃ J, ∀ D, curvature X lam a b c J D = y ⬝ᵥ (X *ᵥ D) := by
  have inj : Function.Injective (curvature X lam a b c) := by
    intro J K h
    by_contra hne
    have hp := curvature_pos X hl a b hc (sub_ne_zero.mpr hne)
    have hz : curvature X lam a b c (J - K) = 0 := by rw [map_sub, h, sub_self]
    rw [hz, LinearMap.zero_apply] at hp
    exact lt_irrefl _ hp
  -- in finite dimension an injective map into the dual space is onto
  have surj : Function.Surjective (curvature X lam a b c) :=
    (LinearMap.injective_iff_surjective_of_finrank_eq_finrank
      (Subspace.dual_finrank_eq (K := ℝ) (V := n → ℝ)).symm).mp inj
  let load : (n → ℝ) →ₗ[ℝ] ℝ :=
    { toFun := fun K => y ⬝ᵥ (X *ᵥ K)
      map_add' := fun K L => by rw [Matrix.mulVec_add, dotProduct_add]
      map_smul' := fun r K => by rw [Matrix.mulVec_smul, dotProduct_smul, RingHom.id_apply] }
  obtain ⟨J, hJ⟩ := surj load
  exact ⟨J, fun D => LinearMap.congr_fun hJ D⟩

/-- With positive ridge strengths and coupling `c > 0`, the best fit is unique and its two coupled
interactions differ by at most the Euclidean norm `√(y ⬝ᵥ y)` divided by `2 * √c`. -/
theorem coupled_fit (X : Matrix m n ℝ) (y : m → ℝ) {lam : n → ℝ} (hl : ∀ i, 0 < lam i)
    (a b : n) {c : ℝ} (hc : 0 < c) :
    (∃! J, IsFit X y lam a b c J) ∧
      ∀ J, IsFit X y lam a b c J → |J a - J b| ≤ √(y ⬝ᵥ y) / (2 * √c) := by
  obtain ⟨J, hJ⟩ := exists_normal X y hl a b hc.le
  have gap := objective_eq_add X y lam a b c hJ
  have fit : IsFit X y lam a b c J := by
    intro K
    rcases eq_or_ne K J with rfl | hne
    · exact le_rfl
    · linarith [gap K, curvature_pos X hl a b hc.le (sub_ne_zero.mpr hne)]
  have uniq : ∀ K, IsFit X y lam a b c K → K = J := by
    intro K hK
    by_contra hne
    linarith [gap K, hK J, curvature_pos X hl a b hc.le (sub_ne_zero.mpr hne)]
  refine ⟨⟨J, fit, uniq⟩, fun K hK => ?_⟩
  rw [uniq K hK]
  -- the normal equations tested with `J` itself
  have h := hJ J
  simp only [curvature, LinearMap.mk₂_apply] at h
  have hsq : 0 ≤ y ⬝ᵥ y - 4 * (y ⬝ᵥ (X *ᵥ J)) + 4 * ((X *ᵥ J) ⬝ᵥ (X *ᵥ J)) := by
    simp only [dotProduct, Finset.mul_sum, ← Finset.sum_sub_distrib, ← Finset.sum_add_distrib]
    exact Finset.sum_nonneg fun k _ => by nlinarith [sq_nonneg (y k - 2 * (X *ᵥ J) k)]
  have hr : 0 ≤ (lam * J) ⬝ᵥ J := by
    simp only [dotProduct, Pi.mul_apply, mul_assoc]
    exact Finset.sum_nonneg fun i _ => mul_nonneg (hl i).le (mul_self_nonneg _)
  rw [le_div_iff₀ (by positivity)]
  refine (le_abs_self _).trans (Real.abs_le_sqrt ?_)
  rw [mul_pow, sq_abs, mul_pow, Real.sq_sqrt hc.le]
  linarith

/-- With positive ridge strengths held fixed, the difference of the two coupled interactions in
the best fit tends to zero as the coupling strength grows without bound. -/
theorem strong_coupling_limit (X : Matrix m n ℝ) (y : m → ℝ) {lam : n → ℝ}
    (hl : ∀ i, 0 < lam i) (a b : n) (J : ℝ → n → ℝ)
    (hJ : ∀ c, 0 < c → IsFit X y lam a b c (J c)) :
    Tendsto (fun c => J c a - J c b) atTop (𝓝 0) := by
  have hlim : Tendsto (fun c : ℝ => √(y ⬝ᵥ y) / (2 * √c)) atTop (𝓝 0) :=
    tendsto_const_nhds.div_atTop (Real.tendsto_sqrt_atTop.const_mul_atTop (by norm_num))
  refine squeeze_zero_norm' ?_ hlim
  filter_upwards [eventually_gt_atTop 0] with c hc
  rw [Real.norm_eq_abs]
  exact (coupled_fit X y hl a b hc).2 (J c) (hJ c hc)

/-- The factor `1/2` in the bound is sharp: for one datum `y = 1`, correlations `(1, -1)`,
coupling `1` and ridge strength `l > 0`, the best fit has a difference above `1/2 - l`. -/
theorem bound_sharp {l : ℝ} (hl : 0 < l) :
    IsFit !![1, -1] ![1] (fun _ => l) (0 : Fin 2) 1 1 ![1 / (4 + l), -(1 / (4 + l))] ∧
      1 / 2 - l < 1 / (4 + l) - -(1 / (4 + l)) := by
  have hp : (4 + l) * (1 / (4 + l)) = 1 := by
    field_simp
  have hp0 : 0 < 1 / (4 + l) := by positivity
  generalize 1 / (4 + l) = p at hp hp0
  constructor
  · intro K
    -- the slope at the claimed minimiser vanishes
    have h0 : ((4 + l) * p - 1) * (K 0 - K 1 - 2 * p) = 0 := by rw [hp]; ring
    simp only [objective]
    simp [Matrix.mulVec, dotProduct, Fin.sum_univ_succ]
    nlinarith [sq_nonneg (K 0 - K 1 - 2 * p), mul_nonneg hl.le (sq_nonneg (K 0 - p)),
      mul_nonneg hl.le (sq_nonneg (K 1 + p))]
  · have hp1 : p < 1 := by nlinarith [mul_pos hl hp0]
    nlinarith [mul_pos hl (sub_pos.mpr hp1)]

end

end CoupledClusterFit
```

```lean
#print axioms CoupledClusterFit.coupled_fit
-- 'CoupledClusterFit.coupled_fit' depends on axioms: [propext, Classical.choice, Quot.sound]
#print axioms CoupledClusterFit.strong_coupling_limit
-- 'CoupledClusterFit.strong_coupling_limit' depends on axioms: [propext, Classical.choice, Quot.sound]
#print axioms CoupledClusterFit.bound_sharp
-- 'CoupledClusterFit.bound_sharp' depends on axioms: [propext, Classical.choice, Quot.sound]
```

## The fit and its two penalties

Let \(y_k\) be the reference energy per site of structure \(k\), \(J_i\) the interaction of cluster \(i\), and \(X_{ki}\) the averaged correlation of cluster \(i\) in structure \(k\) multiplied by the number of such clusters per site, so that the model predicts the energy \((XJ)_k\). The functional `objective` is
\[
F(J)=\sum_k \bigl(y_k-(XJ)_k\bigr)^2+\sum_i\lambda_iJ_i^2+c\,(J_a-J_b)^2 .
\]
The ridge strengths \(\lambda_i>0\), written `lam`, express a prior expectation that interactions are small. If \(X\) has a column for the empty cluster, its constant term is penalised as well. The coupling \(c>0\) expresses the expectation that clusters \(a\) and \(b\) interact alike. Both are inputs; nothing here derives them from the alloy.

`IsFit` says that \(J\) is a global minimiser of \(F\). The theorem `coupled_fit` states that there is exactly one, and that it satisfies
\[
|J_a-J_b|\le \frac{\|y\|}{2\sqrt c},\qquad \|y\|=\sqrt{y\cdot y}.
\]
The norm is Euclidean, written in Lean as `√(y ⬝ᵥ y)`. The sets of structures and clusters are finite, and \(X\) is an arbitrary real matrix, so there may be fewer structures than clusters.

For this linear model with one coupled pair, choosing \(c\ge\|y\|^2/(4\varepsilon^2)\) keeps the two fitted interactions within a chosen tolerance \(\varepsilon>0\). This choice is sufficient, but it can be much larger than needed: for fixed \(X\), \(y\) and \(\lambda\) and two distinct clusters, the Sherman–Morrison formula (not used in the Lean code) gives the difference as \(\delta_0/(1+gc)\), where \(\delta_0\) is its value at \(c=0\) and \(g>0\) does not depend on \(c\). At finite \(c\) the two interactions need not be equal. `strong_coupling_limit` says that their difference tends to zero as \(c\to\infty\), with \(X\), \(y\) and \(\lambda\) fixed. This agreement is imposed by the prior and is no evidence that the true interactions are similar.

## One minimum, from a positive definite form

The quadratic part of \(F\) comes from the symmetric bilinear form `curvature`,
\[
B(J,K)=XJ\cdot XK+\sum_i\lambda_iJ_iK_i+c(J_a-J_b)(K_a-K_b).
\]
If \(D\neq0\), some \(D_i\neq0\), so the ridge term makes \(B(D,D)>0\), while the other two terms are nonnegative. This is `curvature_pos`.

Expanding the squares gives \(F(J)=y\cdot y-2\,y\cdot XJ+B(J,J)\). Suppose that \(J\) solves the normal equations \(B(J,D)=y\cdot XD\) for all \(D\). With \(D=K-J\),
\[
F(K)-F(J)=-2\,y\cdot XD+2B(J,D)+B(D,D)=B(D,D),
\]
which is `objective_eq_add`. Such a \(J\) is therefore the only minimiser.

A solution exists by `exists_normal`. Positivity makes the map \(J\mapsto B(J,\cdot)\) injective, and since the space of interactions and its dual have the same finite dimension, the map is also surjective. It therefore reaches the functional \(D\mapsto y\cdot XD\), called `load` in the proof.

## The bound, and why its factor is one half

Setting \(D=J\) in the normal equations gives
\[
\sum_i\lambda_iJ_i^2+c(J_a-J_b)^2
=y\cdot XJ-\|XJ\|^2
=\tfrac14\|y\|^2-\bigl\|\tfrac12y-XJ\bigr\|^2
\le\tfrac14\|y\|^2 .
\]
Dropping the nonnegative ridge sum and taking the root yields the bound. In `coupled_fit`, `hsq` is the completed square multiplied by four, and `hr` is the sign of the ridge sum. The limit follows by squeezing the absolute value of the difference between zero and the bound.

`bound_sharp` takes one structure with \(X=(1,-1)\), \(y=1\), \(c=1\) and both ridge strengths equal to \(l>0\). Put \(p=1/(4+l)\) and \(e=K_0-K_1-2p\). The terms linear in the deviation cancel, leaving
\[
F(K)-F(p,-p)=2e^2+l\bigl[(K_0-p)^2+(K_1+p)^2\bigr]\ge0 .
\]
The fitted difference \(2p=2/(4+l)\) exceeds \(\tfrac12-l\), so no factor below \(\tfrac12\) works for all ridge strengths.

## No ridge, and more than one pair

Setting \(l=0\) in this example destroys uniqueness: adding the same number to both interactions changes neither the prediction nor the coupling term, so every \((\tfrac14+t,-\tfrac14+t)\) with \(t\) real is a minimiser.

The argument also extends by hand to several coupled pairs. If each pair \(\{i,j\}\) contributes \(w_{ij}(J_i-J_j)^2\) once, with \(w_{ij}>0\), each term is at most the whole penalty, and so \(|J_i-J_j|\le\|y\|/(2\sqrt{w_{ij}})\).
